# Averaging the product weight of independent copies to fixed relative error: the sample count grows exponentially when the weight fluctuates

How many samples a reweighting calculation needs depends on what is called its error. Here the error is the root-mean-square deviation of the sample mean from the exact mean, divided by the exact mean and averaged over every possible run of \(M\) independent samples. It is computed from the probabilities, not estimated from a single run.

One copy of the system has a finite set \(\Omega\) of configurations with probabilities \(p\), and \(\langle f\rangle=\sum_x p(x)f(x)\) is the mean of an observable \(f\). A typical reweighting factor is \(w=e^{-\beta(U_1-U_0)}\), at inverse temperature \(\beta\), with samples drawn from the Boltzmann distribution of a reference potential \(U_0\). Its mean is then the ratio of the partition functions of the target potential \(U_1\) and of \(U_0\), which gives their free-energy difference. Write \(v=\langle (w-\langle w\rangle)^2\rangle/\langle w\rangle^2\) for the relative variance.

## Independent copies, independent samples

A cell consists of \(N\) copies that do not interact, so energy differences add and weights multiply: \(W(x)=\prod_i w(x_i)\), with \(i=0,\dots,N-1\).

In Lean 4 with Mathlib:

```lean
import Mathlib

open Filter Topology

namespace ReweightingCellSize

noncomputable section

variable {Ω : Type*} [Fintype Ω]

/-- The function `p` is a probability distribution on a finite set of configurations. -/
def IsProb (p : Ω → ℝ) : Prop := (∀ x, 0 ≤ p x) ∧ ∑ x, p x = 1

/-- The mean of the observable `f` under the probabilities `p`. -/
def mean (p f : Ω → ℝ) : ℝ := ∑ x, p x * f x

/-- The joint probability of `N` independent copies of the system. -/
def copies (p : Ω → ℝ) (N : ℕ) : (Fin N → Ω) → ℝ := fun x => ∏ i, p (x i)

/-- The reweighting factor of a cell of `N` copies: the product of the one-copy factors. -/
def cellWeight (w : Ω → ℝ) (N : ℕ) : (Fin N → Ω) → ℝ := fun x => ∏ i, w (x i)

/-- The variance of `f` divided by its squared mean, for observables of nonzero mean. -/
def relVar (p f : Ω → ℝ) : ℝ := mean p (fun x => (f x - mean p f) ^ 2) / mean p f ^ 2

/-- The relative root-mean-square error of the sample mean of `f` over `M` independent samples,
for `M > 0` and observables of nonzero mean. -/
def relError (p f : Ω → ℝ) (M : ℕ) : ℝ :=
  √(mean (copies p M) (fun s => ((∑ j, f (s j)) / M / mean p f - 1) ^ 2))

/-- The positive numbers of independent samples for which the sample mean of the weight of an
`N`-copy cell has relative root-mean-square error at most `δ`. -/
def sufficientSamples (p w : Ω → ℝ) (δ : ℝ) (N : ℕ) : Set ℕ :=
  {M | 0 < M ∧ relError (copies p N) (cellWeight w N) M ≤ δ}
```

A cell configuration is a function `Fin N → Ω`, and `copies p N` is its product probability. The same construction serves for sampling: in `relError`, a run is a function from `Fin M` to configurations. In `sufficientSamples` each of those configurations is a whole cell.

By hand, independence enters as factorisation. For observables \(f_i\), one for each copy,

\[
\Big\langle \prod_i f_i(x_i)\Big\rangle=\sum_{x}\prod_i p(x_i)f_i(x_i)=\prod_i\sum_{y\in\Omega}p(y)f_i(y)=\prod_i\langle f_i\rangle .
\]

```lean
/-- For independent copies, the mean of a product of one-copy observables is the product of
their means. -/
theorem mean_prod (p : Ω → ℝ) {N : ℕ} (f : Fin N → Ω → ℝ) :
    mean (copies p N) (fun x => ∏ i, f i (x i)) = ∏ i, mean p (f i) := by
  simp only [mean, copies, ← Finset.prod_mul_distrib]
  rw [Finset.prod_univ_sum, Fintype.piFinset_univ]
```

The Mathlib device here is `Finset.prod_univ_sum`, which expands a product of sums into a sum over all choice functions, one term chosen from each factor. Those choice functions are exactly the cell configurations, once `Fintype.piFinset_univ` has identified the set of choices with the whole function type. Since `f` may differ from copy to copy, the lemma gives the moments of the cell weight and, later, the correlation of two selected samples.

Without independence the growth law can fail completely. Take a fair coin with \(w=1\) or \(3\), so that \(v=1/4\), and a second coin that always shows the opposite face. The product weight is always 3 and its relative variance is 0, whereas two independent coins give \((5/4)^2-1=9/16\). Interacting atoms and correlated Markov-chain samples therefore need a separate analysis.

## Probabilities that sum to one

The hypothesis `IsProb p` says that \(p\) is nonnegative and normalised. Factorisation with every \(f_i=1\) shows that the product probability is normalised too.

```lean
/-- Independent copies of a probability distribution again form a probability distribution. -/
theorem isProb_copies {p : Ω → ℝ} (hp : IsProb p) (N : ℕ) : IsProb (copies p N) := by
  refine ⟨fun x => Finset.prod_nonneg fun i _ => hp.1 (x i), ?_⟩
  have h := mean_prod p (fun (_ : Fin N) (_ : Ω) => (1 : ℝ))
  simpa [mean, hp.2] using h
```

By hand, normalisation is also used when a square is expanded. For \(m=\langle f\rangle\),

\[
\langle (f-m)^2\rangle=\langle f^2\rangle-2m\langle f\rangle+m^2\sum_x p(x)=\langle f^2\rangle-\langle f\rangle^2 .
\]

If the total is not one, the variance law breaks. With a single configuration, \(p=2\) and \(w=1\), the formula for \(v\) gives \(1/2\). Two copies give \(9/4\), not \((3/2)^2-1=5/4\).

## A positive weight

Boltzmann factors are positive, which is the hypothesis `hw`. Some configuration has nonzero probability, so the sum for \(\langle w\rangle\) has a positive term and no negative ones. `mean_pos` finds that configuration and concludes that the mean is positive.

```lean
/-- A positive weight has a positive mean. -/
theorem mean_pos {p w : Ω → ℝ} (hp : IsProb p) (hw : ∀ x, 0 < w x) : 0 < mean p w := by
  have h1 : ∑ x, p x ≠ 0 := by rw [hp.2]; exact one_ne_zero
  obtain ⟨x, _, hx⟩ := Finset.exists_ne_zero_of_sum_ne_zero h1
  exact Finset.sum_pos' (fun i _ => mul_nonneg (hp.1 i) (hw i).le)
    ⟨x, Finset.mem_univ x, mul_pos (lt_of_le_of_ne (hp.1 x) hx.symm) (hw x)⟩
```

A nonzero mean permits division by its square, and the expansion above becomes \(1+v=\langle w^2\rangle/\langle w\rangle^2\). `one_add_relVar` proves this for any observable of nonzero mean.

```lean
/-- For an observable of nonzero mean, one plus the relative variance is the second moment
divided by the squared mean. -/
theorem one_add_relVar {p f : Ω → ℝ} (hp : IsProb p) (hf : mean p f ≠ 0) :
    1 + relVar p f = mean p (fun x => f x ^ 2) / mean p f ^ 2 := by
  have h : ∀ m : ℝ, mean p (fun x => (f x - m) ^ 2)
      = mean p (fun x => f x ^ 2) - 2 * m * mean p f + m ^ 2 := by
    intro m
    have e : ∀ x, p x * (f x - m) ^ 2
        = p x * f x ^ 2 - 2 * m * (p x * f x) + m ^ 2 * p x := fun x => by ring
    simp only [mean, e, Finset.sum_add_distrib, Finset.sum_sub_distrib, ← Finset.mul_sum, hp.2]
    ring
  rw [relVar, h, eq_div_iff (pow_ne_zero 2 hf), add_mul, div_mul_cancel₀ _ (pow_ne_zero 2 hf)]
  ring
```

For the cell, factorisation gives \(\langle W\rangle=\langle w\rangle^N\) and \(\langle W^2\rangle=\langle w^2\rangle^N\). Writing \(v_N\) for the relative variance of \(W\),

\[
1+v_N=\frac{\langle w^2\rangle^N}{\langle w\rangle^{2N}}=(1+v)^N .
\]

```lean
/-- If a positive weight has relative variance `v`, the product weight of `N` independent copies
has relative variance `(1 + v) ^ N - 1`. -/
theorem relVar_cellWeight {p w : Ω → ℝ} (hp : IsProb p) (hw : ∀ x, 0 < w x) (N : ℕ) :
    relVar (copies p N) (cellWeight w N) = (1 + relVar p w) ^ N - 1 := by
  have hcell := mean_pos (isProb_copies hp N)
    (w := cellWeight w N) (fun x => Finset.prod_pos fun i _ => hw (x i))
  -- first and second moments both factorise over the copies
  have m1 : mean (copies p N) (cellWeight w N) = mean p w ^ N := by
    have h := mean_prod p (fun (_ : Fin N) => w)
    rw [Finset.prod_const, Finset.card_univ, Fintype.card_fin] at h
    exact h
  have m2 : mean (copies p N) (fun x => cellWeight w N x ^ 2)
      = mean p (fun x => w x ^ 2) ^ N := by
    have h := mean_prod p (fun (_ : Fin N) x => w x ^ 2)
    simp only [Finset.prod_pow, Finset.prod_const, Finset.card_univ, Fintype.card_fin] at h
    exact h
  have h := one_add_relVar (isProb_copies hp N) hcell.ne'
  rw [m1, m2, ← pow_mul, mul_comm N 2, pow_mul, ← div_pow,
    ← one_add_relVar hp (mean_pos hp hw).ne'] at h
  linarith
```

In the proof, `m1` and `m2` are the two moments, and the final rewriting collects their ratio into one \(N\)-th power. The empty cell \(N=0\) is included: its weight is 1 and its relative variance 0.

If the mean may vanish, the question loses its meaning: a fair coin with \(w=\pm1\) has \(\langle w\rangle=0\), and there is no relative error to speak of.

## At least one sample

The hypothesis `hM` says that something has been sampled. By hand it allows division by \(M\). Let \(g=f-\langle f\rangle\), so that \(\langle g\rangle=0\), and let \(s_j\) be the samples, \(j=0,\dots,M-1\). Then

\[
\frac{1}{M\langle f\rangle}\sum_j f(s_j)-1=\frac{1}{M\langle f\rangle}\sum_j g(s_j).
\]

For \(i\ne j\), factorisation gives \(\langle g(s_i)g(s_j)\rangle=\langle g\rangle^2=0\). Only the \(M\) diagonal terms of the squared sum survive, and the mean squared relative error is

\[
\frac{M\langle g^2\rangle}{M^2\langle f\rangle^2}=\frac{1}{M}\,\frac{\langle g^2\rangle}{\langle f\rangle^2}.
\]

```lean
/-- For an observable of nonzero mean, the squared relative error of the mean of `M > 0`
independent samples is the relative variance divided by `M`. -/
theorem relError_eq {p f : Ω → ℝ} (hp : IsProb p) (hf : mean p f ≠ 0) {M : ℕ} (hM : 0 < M) :
    relError p f M = √(relVar p f / M) := by
  have hM' : (M : ℝ) ≠ 0 := Nat.cast_ne_zero.2 hM.ne'
  obtain ⟨g, hg⟩ : ∃ g : Ω → ℝ, g = fun x => f x - mean p f := ⟨_, rfl⟩
  have hg0 : mean p g = 0 := by
    rw [hg]
    simp only [mean, mul_sub, Finset.sum_sub_distrib, ← Finset.sum_mul, hp.2, one_mul, sub_self]
  -- distinct samples are uncorrelated
  have key : ∀ i j : Fin M, mean (copies p M) (fun s => g (s i) * g (s j))
      = if i = j then mean p (fun x => g x ^ 2) else 0 := by
    intro i j
    have h := mean_prod p (fun (k : Fin M) x =>
      (if k = i then g x else 1) * (if k = j then g x else 1))
    simp only [Finset.prod_mul_distrib, Finset.prod_ite_eq', Finset.mem_univ, if_true] at h
    rw [h]
    split_ifs with hij
    · subst hij
      rw [Finset.prod_eq_single i]
      · simp [pow_two]
      · intro k _ hk
        simp [hk, mean, hp.2]
      · simp
    · apply Finset.prod_eq_zero (Finset.mem_univ i)
      simpa [hij] using hg0
  have hsum : mean (copies p M) (fun s => (∑ j, g (s j)) ^ 2)
      = M * mean p (fun x => g x ^ 2) := by
    have h : mean (copies p M) (fun s => (∑ j, g (s j)) ^ 2)
        = ∑ i, ∑ j, mean (copies p M) (fun s => g (s i) * g (s j)) := by
      simp only [mean, pow_two, Finset.sum_mul_sum]
      simp only [Finset.mul_sum]
      exact Finset.sum_comm.trans (Finset.sum_congr rfl fun i _ => Finset.sum_comm)
    rw [h]
    simp only [key, Finset.sum_ite_eq, Finset.mem_univ, if_true, Finset.sum_const,
      Finset.card_univ, Fintype.card_fin, nsmul_eq_mul]
  -- the relative deviation is a rescaled sum of centred samples
  have e : ∀ s : Fin M → Ω, ((∑ j, f (s j)) / M / mean p f - 1) ^ 2
      = ((M * mean p f) ^ 2)⁻¹ * (∑ j, g (s j)) ^ 2 := by
    intro s
    have h : (∑ j, f (s j)) / M / mean p f - 1 = (M * mean p f)⁻¹ * ∑ j, g (s j) := by
      simp only [hg, Finset.sum_sub_distrib, Finset.sum_const, Finset.card_univ,
        Fintype.card_fin, nsmul_eq_mul]
      rw [mul_sub, inv_mul_cancel₀ (mul_ne_zero hM' hf), div_div]
      ring
    rw [h, mul_pow, inv_pow]
  have scale : ∀ (c : ℝ) (F : (Fin M → Ω) → ℝ),
      mean (copies p M) (fun s => c * F s) = c * mean (copies p M) F := by
    intro c F
    simp only [mean, Finset.mul_sum, mul_left_comm]
  have alg : ∀ a b V : ℝ, a ≠ 0 → b ≠ 0 → ((a * b) ^ 2)⁻¹ * (a * V) = V / b ^ 2 / a := by
    intro a b V ha hb
    field_simp
  rw [relError, funext e, scale, hsum, alg _ _ _ hM' hf, relVar, hg]
```

The step `key` applies `mean_prod` to observables that equal 1 except at the selected samples `i` and `j`. `hsum` adds up the resulting correlations, `e` is the rescaling displayed above, and `scale` and `alg` take the constant out of the mean and simplify it.

Without `hM`, a constant weight would lead to a false conclusion: the bound on \(M\) derived next is then 0, which \(M=0\) satisfies although there is no estimate at all.

## A positive tolerance

The tolerance \(\delta\) is the accepted relative error. Because \(\delta>0\), the inequality may be squared and divided by \(\delta^2\):

\[
\sqrt{v_N/M}\le\delta\iff \frac{v_N}{M}\le\delta^2\iff M\ge\frac{(1+v)^N-1}{\delta^2}.
\]

```lean
/-- For a positive weight of relative variance `v`, a number `M > 0` of samples of an `N`-copy
cell gives relative error at most `δ > 0` exactly when `M ≥ ((1 + v) ^ N - 1) / δ ^ 2`. -/
theorem relError_le_iff {p w : Ω → ℝ} (hp : IsProb p) (hw : ∀ x, 0 < w x) {δ : ℝ} (hδ : 0 < δ)
    (N : ℕ) {M : ℕ} (hM : 0 < M) :
    relError (copies p N) (cellWeight w N) M ≤ δ ↔
      ((1 + relVar p w) ^ N - 1) / δ ^ 2 ≤ M := by
  have hcell := mean_pos (isProb_copies hp N)
    (w := cellWeight w N) (fun x => Finset.prod_pos fun i _ => hw (x i))
  have hM' : (0 : ℝ) < M := Nat.cast_pos.2 hM
  rw [relError_eq (isProb_copies hp N) hcell.ne' hM, relVar_cellWeight hp hw,
    Real.sqrt_le_iff, and_iff_right hδ.le, div_le_iff₀ hM', div_le_iff₀ (pow_pos hδ 2),
    mul_comm (δ ^ 2)]
```

The proof makes the same moves with `Real.sqrt_le_iff` and two uses of `div_le_iff₀`. A negative \(\delta\) would break the equivalence, since no error is negative while \(\delta^2\) hides the sign. At \(\delta=0\), with \(v>0\) and \(N\ge1\), no finite number of samples is enough.

## A weight that fluctuates, and the least sufficient count

Two further hypotheses give the exponential law. `hv` says \(v>0\), meaning that the weight takes different values on configurations that occur. `hm` says that `m N`, written \(m_N\) below, is the least positive number of samples that meets the tolerance.

Put \(q=1+v\) and \(T_N=(q^N-1)/\delta^2\). Sufficiency gives \(m_N\ge T_N\). The integer \(\lfloor T_N\rfloor+1\) is also sufficient, so minimality gives \(m_N\le T_N+1\). Dividing by \(q^N\),

\[
\frac{1-q^{-N}}{\delta^2}\le\frac{m_N}{q^N}\le\frac{1-q^{-N}}{\delta^2}+q^{-N}.
\]

Since \(q>1\), \(q^{-N}\to0\) and both bounds tend to \(1/\delta^2\).

```lean
/-- For a positive weight of relative variance `v > 0` and a tolerance `δ > 0`, the least
sufficient number `m N` of samples of an `N`-copy cell grows as `(1 + v) ^ N / δ ^ 2`: the ratio
`m N / (1 + v) ^ N` tends to `1 / δ ^ 2`. -/
theorem least_samples_growth {p w : Ω → ℝ} (hp : IsProb p) (hw : ∀ x, 0 < w x)
    (hv : 0 < relVar p w) {δ : ℝ} (hδ : 0 < δ) (m : ℕ → ℕ)
    (hm : ∀ N, IsLeast (sufficientSamples p w δ N) (m N)) :
    Tendsto (fun N => (m N : ℝ) / (1 + relVar p w) ^ N) atTop (𝓝 (1 / δ ^ 2)) := by
  obtain ⟨q, hq⟩ : ∃ q, q = 1 + relVar p w := ⟨_, rfl⟩
  have hq1 : 1 < q := by linarith
  have hq0 : 0 < q := by linarith
  have hd : 0 < δ ^ 2 := pow_pos hδ 2
  rw [← hq]
  have hr : Tendsto (fun N : ℕ => q⁻¹ ^ N) atTop (𝓝 0) :=
    tendsto_pow_atTop_nhds_zero_of_lt_one (inv_pos.2 hq0).le (inv_lt_one_of_one_lt₀ hq1)
  have lo := (hr.const_sub 1).div_const (δ ^ 2)
  rw [sub_zero] at lo
  have up := lo.add hr
  rw [add_zero] at up
  have e : ∀ N : ℕ, (1 - q⁻¹ ^ N) / δ ^ 2 = (q ^ N - 1) / δ ^ 2 / q ^ N := by
    intro N
    have hN : q ^ N ≠ 0 := (pow_pos hq0 N).ne'
    rw [inv_pow, div_right_comm, sub_div (q ^ N) 1 (q ^ N), div_self hN, one_div]
  -- the least number lies within one of the real threshold
  refine tendsto_of_tendsto_of_tendsto_of_le_of_le' lo up (Eventually.of_forall fun N => ?_)
    (Eventually.of_forall fun N => ?_)
  · have h := (relError_le_iff hp hw hδ N (hm N).1.1).1 (hm N).1.2
    rw [← hq] at h
    change (1 - q⁻¹ ^ N) / δ ^ 2 ≤ (m N : ℝ) / q ^ N
    rw [e]
    exact div_le_div_of_nonneg_right h (pow_pos hq0 N).le
  · have hx : 0 ≤ (q ^ N - 1) / δ ^ 2 :=
      div_nonneg (sub_nonneg.2 (one_le_pow₀ hq1.le)) hd.le
    have hmem : ⌊(q ^ N - 1) / δ ^ 2⌋₊ + 1 ∈ sufficientSamples p w δ N := by
      refine ⟨Nat.succ_pos _, (relError_le_iff hp hw hδ N (Nat.succ_pos _)).2 ?_⟩
      rw [← hq]
      push_cast
      exact (Nat.lt_floor_add_one _).le
    have h1 : (m N : ℝ) ≤ (⌊(q ^ N - 1) / δ ^ 2⌋₊ : ℝ) + 1 := by
      exact_mod_cast (hm N).2 hmem
    have h2 := Nat.floor_le hx
    change (m N : ℝ) / q ^ N ≤ (1 - q⁻¹ ^ N) / δ ^ 2 + q⁻¹ ^ N
    rw [e, inv_pow, ← one_div, ← add_div]
    exact div_le_div_of_nonneg_right (by linarith) (pow_pos hq0 N).le
```

Here `lo` and `up` are the limits of the two bounds, `hr` is \(q^{-N}\to0\), and `hmem` shows that \(\lfloor T_N\rfloor+1\) is sufficient. That membership also shows that a least count always exists.

If \(v=0\), one sample is enough for every cell, so \(m_N/q^N=1\), which is not \(1/\delta^2\) unless \(\delta=1\). If \(m_N\) is only required to be sufficient, twice the least count qualifies and the limit doubles.

## The cell size that a budget reaches

For a fixed budget \(M\), the threshold reads \((1+v)^N\le 1+M\delta^2\). Both sides are positive, so taking logarithms gives

\[
N\log(1+v)\le\log(1+M\delta^2).
\]

```lean
/-- For a positive weight of relative variance `v`, a budget of `M > 0` samples reaches relative
error `δ > 0` exactly for cells with `N log (1 + v) ≤ log (1 + M δ ^ 2)`. -/
theorem reachable_cell_size {p w : Ω → ℝ} (hp : IsProb p) (hw : ∀ x, 0 < w x) {δ : ℝ}
    (hδ : 0 < δ) (N : ℕ) {M : ℕ} (hM : 0 < M) :
    relError (copies p N) (cellWeight w N) M ≤ δ ↔
      N * Real.log (1 + relVar p w) ≤ Real.log (1 + M * δ ^ 2) := by
  have hv : 0 ≤ relVar p w :=
    div_nonneg (Finset.sum_nonneg fun x _ => mul_nonneg (hp.1 x) (sq_nonneg _)) (sq_nonneg _)
  rw [relError_le_iff hp hw hδ N hM, div_le_iff₀ (pow_pos hδ 2), ← Real.log_pow,
    Real.log_le_log_iff (by positivity) (by positivity)]
  constructor <;> intro h <;> linarith

end

end ReweightingCellSize
```

The proof first obtains \(v\ge0\) from the nonnegative probabilities, then uses `Real.log_pow` and `Real.log_le_log_iff`. It does not need `hv`: for \(v=0\) the condition holds at every \(N\). In reweighting from a cheap potential to a more accurate one, the error bounded here is that of the partition-function ratio, not that of its logarithm, which gives the free-energy difference. In this model of non-interacting copies with independent samples, when that ratio is estimated by the sample mean of the cell weight, the cell size reachable at a fixed relative error \(\delta\) grows only logarithmically with the budget if \(v>0\). The law belongs to this estimator: averaging the factor of each copy separately and multiplying the \(N\) averages gives the squared relative error \((1+v/M)^N-1\), for which a number of samples proportional to \(N\) is enough, but that relies on the copies being independent.

```lean
#print axioms ReweightingCellSize.relError_le_iff
#print axioms ReweightingCellSize.least_samples_growth
#print axioms ReweightingCellSize.reachable_cell_size
```

```
'ReweightingCellSize.relError_le_iff' depends on axioms: [propext, Classical.choice, Quot.sound]
'ReweightingCellSize.least_samples_growth' depends on axioms: [propext, Classical.choice, Quot.sound]
'ReweightingCellSize.reachable_cell_size' depends on axioms: [propext, Classical.choice, Quot.sound]
```
